# The gradient and Laplacian kinetic energy densities of finitely many C² orbitals on the line differ by a quarter of the particle density's second derivative

## Orbitals with values in a real inner product space

An orbital is taken here to be a function $f_i:\mathbb R\to E$, where $E$ is any real inner product space and $i$ runs over a finite index set $\iota$. With $E=\mathbb R$ these are real orbitals. With $E=\mathbb C$, regarded as a real space with inner product $\langle a,b\rangle=\operatorname{Re}(\bar a\,b)$, they are complex orbitals, and spinors are treated in the same way. One calculation then serves all three cases, and the kinetic energy densities are real from the start.

In atomic units, define the particle density and two kinetic energy densities by

$$
n(x)=\sum_i\|f_i(x)\|^2,\qquad
\tau_{\rm grad}(x)=\tfrac12\sum_i\|f_i'(x)\|^2,\qquad
\tau_{\rm lap}(x)=-\tfrac12\sum_i\langle f_i(x),f_i''(x)\rangle .
$$

The second form comes from applying the operator $-\tfrac12\,d^2/dx^2$ to each orbital and taking the inner product with the same orbital at the same point. For complex orbitals it is the real part of $-\tfrac12\sum_i\bar f_i f_i''$. The first form is never negative. Integration by parts turns the integral of the second form into that of the first when the boundary terms vanish.

For non-interacting particles in one dimension, the identity below gives the difference between these two choices of a local kinetic energy. Two densities with the same total can take different values at a point, and even opposite signs, as the Gaussian example shows. If an orbital-free model is fitted to values of a kinetic energy density, the fit can therefore depend on which form supplied them.

## What is claimed

Let every $f_i$ be twice continuously differentiable. Then at every $x$

$$
\tau_{\rm grad}(x)-\tau_{\rm lap}(x)=\frac{n''(x)}4 .
$$

Two integrated statements follow. On an interval,

$$
\int_a^b\tau_{\rm grad}\,dx-\int_a^b\tau_{\rm lap}\,dx=\frac{n'(b)-n'(a)}4 ,
$$

and on the whole line the two integrals agree, provided that both densities are integrable and $n'(x)\to0$ as $x\to\pm\infty$.

For the single orbital $e^{-x^2/2}$, the Laplacian density is negative exactly where $|x|>1$. At every $x>1$ it is negative while the gradient density is positive.

## Two derivatives of the density

Since $\|f_i\|^2=\langle f_i,f_i\rangle$ and the real inner product is symmetric, the product rule gives

$$
n'=\sum_i\big(\langle f_i',f_i\rangle+\langle f_i,f_i'\rangle\big)=2\sum_i\langle f_i,f_i'\rangle .
$$

Each $f_i'$ is again differentiable, so the product rule applies once more:

$$
n''=2\sum_i\big(\|f_i'\|^2+\langle f_i,f_i''\rangle\big).
$$

By definition $\sum_i\|f_i'\|^2=2\tau_{\rm grad}$ and $\sum_i\langle f_i,f_i''\rangle=-2\tau_{\rm lap}$. Hence

$$
n''=2\,(2\tau_{\rm grad}-2\tau_{\rm lap})=4\,(\tau_{\rm grad}-\tau_{\rm lap}),
$$

and division by 4 gives the pointwise identity.

The functions $f_i$, $f_i'$ and $f_i''$ are continuous, so both kinetic densities are continuous and can be integrated over any finite interval. The fundamental theorem of calculus for $n'$ gives

$$
n'(b)-n'(a)=\int_a^b n''\,dx=4\int_a^b(\tau_{\rm grad}-\tau_{\rm lap})\,dx ,
$$

which is the interval formula. On the whole line the left side is replaced by the difference of the limits of $n'$ at $+\infty$ and $-\infty$. Both limits are zero by hypothesis, so the two kinetic energies are equal.

## The Gaussian changes sign at |x| = 1

Take the single real orbital $f(x)=e^{-x^2/2}$. Its derivatives are

$$
f'(x)=-x\,e^{-x^2/2},\qquad
f''(x)=-e^{-x^2/2}+x^2e^{-x^2/2}=(x^2-1)\,e^{-x^2/2}.
$$

Inserting them into the definitions gives

$$
\tau_{\rm grad}(x)=\frac{x^2}2\,e^{-x^2},\qquad
\tau_{\rm lap}(x)=\frac{1-x^2}2\,e^{-x^2}.
$$

The exponential is positive, so $\tau_{\rm lap}(x)<0$ exactly when $x^2>1$, that is, when $|x|>1$. For $x>1$ the factor $x^2/2$ is positive, and so is $\tau_{\rm grad}(x)$.

The orbital is not normalised: $\int f^2\,dx=\sqrt\pi$. The normalised orbital is $\pi^{-1/4}e^{-x^2/2}$, and its two densities are those above divided by $\sqrt\pi$, with the same signs. Each then integrates to $1/4$, the kinetic energy of the harmonic oscillator's ground state in units of $\hbar\omega$.

## A single real orbital

The smallest case of interest has one real orbital $f$. Where $n=f^2>0$, the relation $n'=2ff'$ lets both densities be written in terms of $n$ alone:

$$
\tau_{\rm grad}=\frac{(n')^2}{8n},\qquad
\tau_{\rm lap}=\frac{(n')^2}{8n}-\frac{n''}4 .
$$

The first expression is the von Weizsäcker kinetic energy density in one dimension. An empty set of orbitals is also allowed, and then all three densities vanish.

## Where the identity enters a calculation

Suppose that a one-dimensional Kohn–Sham calculation has produced orbitals with $-\tfrac12f_i''+v f_i=\varepsilon_i f_i$, where $v$ is the effective potential and $\varepsilon_i$ are the orbital energies. Taking the inner product with $f_i$ and summing gives

$$
\tau_{\rm lap}=\sum_i(\varepsilon_i-v)\,\|f_i\|^2 ,
$$

which needs no derivative of the orbitals. If another routine expects the gradient form, the conversion is to add $n''/4$, computed from the density on the same grid. Comparing the result with $\tfrac12\sum_i\|f_i'\|^2$ tests the derivative routines and the convention together.

In a periodic cell $[a,b]$ the density has equal slopes at the two ends. The boundary term is then zero, and both forms give the same kinetic energy per cell.

## The statement in Lean

The finite index set is the type `ι`, and a family of orbitals is a function `f : ι → ℝ → E`. The three densities are `density`, `tauGrad` and `tauLap`, with the factors of $\tfrac12$ included. The expression `inner ℝ` is the real inner product, and `deriv` is the derivative with respect to position. Smoothness is the hypothesis `∀ i, ContDiff ℝ 2 (f i)`.

The pointwise identity is `tauGrad_sub_tauLap`. The theorem `hasDerivAt_deriv_density` says slightly more, because it also states that $n'$ is differentiable, so that `deriv (deriv (density f)) x` is a true second derivative.

In `interval_kinetic_energy_sub` the integral is oriented, and no order of $a$ and $b$ is required. In `total_kinetic_energy_eq` the hypotheses `hG` and `hL` say that both kinetic densities are integrable; physically, the system has a finite kinetic energy in either form. The hypotheses `hbot` and `htop` say that the slope of the density tends to zero far away on both sides, as it does when the orbitals and their first derivatives decay there. These four conditions are assumed for a general family of orbitals and not derived from a Hamiltonian.

Orthogonality and normalisation are not required, and no Schrödinger equation is imposed. Every orbital has weight one. A non-negative occupation number $w_i$ can be included by using $\sqrt{w_i}\,f_i$ as the orbital. The theorems concern one spatial coordinate and finitely many orbitals. Orbitals with a cusp, such as $e^{-|x|}$, do not satisfy the smoothness hypothesis.

The Gaussian is `gaussianOrbital`, a family indexed by the one-element type `Unit`, without a normalisation factor.

```lean
import Mathlib

open MeasureTheory Filter Topology

namespace KineticEnergyDensities

noncomputable section

variable {ι E : Type*} [Fintype ι] [NormedAddCommGroup E] [InnerProductSpace ℝ E]

/-- The particle density `n = ∑ ‖f i‖²` of finitely many orbitals on the line. The values of the
orbitals may be real numbers, complex numbers or spinors. -/
def density (f : ι → ℝ → E) (x : ℝ) : ℝ := ∑ i, ‖f i x‖ ^ 2

/-- The gradient form of the kinetic energy density, `(1/2) ∑ ‖f i'‖²`. -/
def tauGrad (f : ι → ℝ → E) (x : ℝ) : ℝ := (1 / 2) * ∑ i, ‖deriv (f i) x‖ ^ 2

/-- The Laplacian form of the kinetic energy density, `-(1/2) ∑ ⟨f i, f i''⟩`, with the real
inner product. -/
def tauLap (f : ι → ℝ → E) (x : ℝ) : ℝ :=
  -(1 / 2) * ∑ i, inner ℝ (f i x) (deriv (deriv (f i)) x)

/-- The derivative of a twice continuously differentiable orbital is continuously
differentiable. -/
lemma contDiff_deriv_orbital {g : ℝ → E} (hg : ContDiff ℝ 2 g) : ContDiff ℝ 1 (deriv g) := by
  have h : ContDiff ℝ (1 + 1) g := by
    rw [one_add_one_eq_two]
    exact hg
  exact (contDiff_succ_iff_deriv.1 h).2.2

/-- The slope of the density is `n' = 2 ∑ ⟨f i, f i'⟩`. -/
theorem hasDerivAt_density {f : ι → ℝ → E} (hf : ∀ i, ContDiff ℝ 2 (f i)) (x : ℝ) :
    HasDerivAt (density f) (2 * ∑ i, inner ℝ (f i x) (deriv (f i) x)) x := by
  have h := HasDerivAt.fun_sum (u := Finset.univ) fun i _ =>
    (((hf i).differentiable (by norm_num)) x).hasDerivAt.norm_sq
  rw [Finset.mul_sum]
  exact h

/-- The slope `n'` of the density is differentiable, and its derivative is four times the
difference of the gradient and Laplacian kinetic energy densities. -/
theorem hasDerivAt_deriv_density {f : ι → ℝ → E} (hf : ∀ i, ContDiff ℝ 2 (f i)) (x : ℝ) :
    HasDerivAt (deriv (density f)) (4 * (tauGrad f x - tauLap f x)) x := by
  have h1 : deriv (density f) = fun y => 2 * ∑ i, inner ℝ (f i y) (deriv (f i) y) :=
    funext fun y => (hasDerivAt_density hf y).deriv
  rw [h1]
  -- product rule for each inner product `⟨f i, f i'⟩`
  have h2 := (HasDerivAt.fun_sum (u := Finset.univ) fun i _ =>
    HasDerivAt.inner ℝ (((hf i).differentiable (by norm_num)) x).hasDerivAt
      (((contDiff_deriv_orbital (hf i)).differentiable (by norm_num)) x).hasDerivAt).const_mul
        (2 : ℝ)
  refine h2.congr_deriv ?_
  simp only [tauGrad, tauLap, real_inner_self_eq_norm_sq, Finset.sum_add_distrib]
  ring

/-- The gradient and Laplacian kinetic energy densities differ at every point by a quarter of
the second derivative of the particle density. -/
theorem tauGrad_sub_tauLap {f : ι → ℝ → E} (hf : ∀ i, ContDiff ℝ 2 (f i)) (x : ℝ) :
    tauGrad f x - tauLap f x = deriv (deriv (density f)) x / 4 := by
  rw [(hasDerivAt_deriv_density hf x).deriv]
  ring

/-- On a finite interval the two kinetic energies differ by a boundary term, a quarter of the
change of the density slope between the end points. -/
theorem interval_kinetic_energy_sub {f : ι → ℝ → E} (hf : ∀ i, ContDiff ℝ 2 (f i)) (a b : ℝ) :
    (∫ x in a..b, tauGrad f x) - ∫ x in a..b, tauLap f x
      = (deriv (density f) b - deriv (density f) a) / 4 := by
  have hG : Continuous (tauGrad f) :=
    continuous_const.mul (continuous_finsetSum _ fun i _ =>
      (contDiff_deriv_orbital (hf i)).continuous.norm.pow 2)
  have hL : Continuous (tauLap f) :=
    continuous_const.mul (continuous_finsetSum _ fun i _ =>
      (hf i).continuous.inner
        ((contDiff_deriv_orbital (hf i)).continuous_deriv (by norm_num)))
  have hc : Continuous fun x => 4 * (tauGrad f x - tauLap f x) :=
    continuous_const.mul (hG.sub hL)
  -- fundamental theorem of calculus for `n'`
  have h := intervalIntegral.integral_eq_sub_of_hasDerivAt
    (fun x _ => hasDerivAt_deriv_density hf x) (hc.intervalIntegrable a b)
  rw [intervalIntegral.integral_const_mul, intervalIntegral.integral_sub
    (hG.intervalIntegrable a b) (hL.intervalIntegrable a b)] at h
  linarith

/-- If both kinetic energy densities are integrable and the density slope vanishes at both ends
of the line, the two densities integrate to the same kinetic energy. -/
theorem total_kinetic_energy_eq {f : ι → ℝ → E} (hf : ∀ i, ContDiff ℝ 2 (f i))
    (hG : Integrable (tauGrad f)) (hL : Integrable (tauLap f))
    (hbot : Tendsto (deriv (density f)) atBot (𝓝 0))
    (htop : Tendsto (deriv (density f)) atTop (𝓝 0)) :
    ∫ x, tauGrad f x = ∫ x, tauLap f x := by
  have hi : Integrable fun x => 4 * (tauGrad f x - tauLap f x) := (hG.sub hL).const_mul 4
  have h := integral_of_hasDerivAt_of_tendsto
    (fun x => hasDerivAt_deriv_density hf x) hi hbot htop
  rw [integral_const_mul, integral_sub hG hL] at h
  linarith

/-- A single Gaussian orbital `exp(-x²/2)`. -/
def gaussianOrbital : Unit → ℝ → ℝ := fun _ x => Real.exp (-x ^ 2 / 2)

/-- The first derivative of the Gaussian orbital is `-x exp(-x²/2)`. -/
lemma hasDerivAt_gaussian (i : Unit) (x : ℝ) :
    HasDerivAt (gaussianOrbital i) (-x * Real.exp (-x ^ 2 / 2)) x := by
  have h : HasDerivAt (fun y : ℝ => -y ^ 2 / 2) (-x) x :=
    ((hasDerivAt_pow 2 x).fun_neg.div_const 2).congr_deriv (by simp; ring)
  exact h.exp.congr_deriv (by ring)

/-- The second derivative of the Gaussian orbital is `(x² - 1) exp(-x²/2)`. -/
lemma deriv_deriv_gaussian (i : Unit) (x : ℝ) :
    deriv (deriv (gaussianOrbital i)) x = (x ^ 2 - 1) * Real.exp (-x ^ 2 / 2) := by
  have h1 : deriv (gaussianOrbital i) = fun y => -y * Real.exp (-y ^ 2 / 2) :=
    funext fun y => (hasDerivAt_gaussian i y).deriv
  rw [h1]
  have h2 : HasDerivAt (fun y : ℝ => -y * Real.exp (-y ^ 2 / 2)) _ x :=
    (hasDerivAt_id' x).fun_neg.fun_mul (hasDerivAt_gaussian i x)
  rw [h2.deriv]
  ring

/-- For the Gaussian orbital the gradient density is `(x²/2) exp(-x²)` and the Laplacian density
is `((1 - x²)/2) exp(-x²)`. -/
theorem gaussian_densities (x : ℝ) :
    tauGrad gaussianOrbital x = x ^ 2 / 2 * Real.exp (-x ^ 2) ∧
      tauLap gaussianOrbital x = (1 - x ^ 2) / 2 * Real.exp (-x ^ 2) := by
  have hE : Real.exp (-x ^ 2 / 2) * Real.exp (-x ^ 2 / 2) = Real.exp (-x ^ 2) := by
    rw [← Real.exp_add]
    congr 1
    ring
  have hin : ∀ a b : ℝ, inner ℝ a b = a * b := fun a b => by simp [mul_comm]
  constructor
  · simp only [tauGrad, Finset.univ_unique, Finset.sum_singleton,
      (hasDerivAt_gaussian _ x).deriv, Real.norm_eq_abs, sq_abs]
    linear_combination (x ^ 2 / 2) * hE
  · simp only [tauLap, Finset.univ_unique, Finset.sum_singleton, deriv_deriv_gaussian, hin]
    simp only [gaussianOrbital]
    linear_combination ((1 - x ^ 2) / 2) * hE

/-- The Laplacian kinetic energy density of the Gaussian orbital is negative exactly at the
points with `|x| > 1`. -/
theorem gaussian_tauLap_neg_iff (x : ℝ) : tauLap gaussianOrbital x < 0 ↔ 1 < |x| := by
  have hE := Real.exp_pos (-x ^ 2)
  rw [(gaussian_densities x).2, ← one_lt_sq_iff_one_lt_abs]
  constructor
  · intro h
    by_contra hc
    have := mul_nonneg (sub_nonneg.2 (not_lt.1 hc)) hE.le
    linarith
  · intro h
    have := mul_pos (sub_pos.2 h) hE
    linarith

/-- At every `x > 1` the Gaussian orbital has a negative Laplacian kinetic energy density and a
positive gradient kinetic energy density. -/
theorem gaussian_opposite_signs {x : ℝ} (hx : 1 < x) :
    tauLap gaussianOrbital x < 0 ∧ 0 < tauGrad gaussianOrbital x := by
  refine ⟨(gaussian_tauLap_neg_iff x).2 (lt_of_lt_of_le hx (le_abs_self x)), ?_⟩
  rw [(gaussian_densities x).1]
  have h0 : 0 < x := by linarith
  positivity

end

end KineticEnergyDensities
```

```lean
#print axioms KineticEnergyDensities.hasDerivAt_deriv_density
#print axioms KineticEnergyDensities.interval_kinetic_energy_sub
#print axioms KineticEnergyDensities.total_kinetic_energy_eq
#print axioms KineticEnergyDensities.gaussian_opposite_signs
```

```
'KineticEnergyDensities.hasDerivAt_deriv_density' depends on axioms: [propext, Classical.choice, Quot.sound]
'KineticEnergyDensities.interval_kinetic_energy_sub' depends on axioms: [propext, Classical.choice, Quot.sound]
'KineticEnergyDensities.total_kinetic_energy_eq' depends on axioms: [propext, Classical.choice, Quot.sound]
'KineticEnergyDensities.gaussian_opposite_signs' depends on axioms: [propext, Classical.choice, Quot.sound]
```

## From the product rule to the integrals

The lemma `contDiff_deriv_orbital` supplies the regularity used in the second differentiation: if $g$ is $C^2$, then $g'$ is $C^1$.

The theorem `hasDerivAt_density` is the formula for $n'$. Its proof differentiates each squared norm with `norm_sq` and adds the results with `HasDerivAt.fun_sum`. The factor 2 is moved inside the sum to match the form in which the derivative arrives.

The next theorem, `hasDerivAt_deriv_density`, first replaces $n'$ by that formula as a function of position, in the step `h1`. This has to hold at all points and not only at $x$, since the function is about to be differentiated again. The step `h2` applies the product rule to every $\langle f_i,f_i'\rangle$. The closing `simp only` splits the sum and turns $\langle f_i',f_i'\rangle$ into $\|f_i'\|^2$, and `ring` collects the factors into $4(\tau_{\rm grad}-\tau_{\rm lap})$. After that, `tauGrad_sub_tauLap` only has to read off the derivative and divide by 4.

For the interval formula, `hG` and `hL` establish that the two kinetic densities are continuous, and hence integrable between $a$ and $b$. The fundamental theorem is applied to $n'$, the integral is split by linearity, and `linarith` solves for the difference of the kinetic energies. The proof on the whole line has the same structure, but there integrability is a hypothesis and `integral_of_hasDerivAt_of_tendsto` uses the limits of $n'$ in place of its end values.

## The Gaussian in the proof

The lemmas `hasDerivAt_gaussian` and `deriv_deriv_gaussian` are the chain rule and the product rule that gave $f'$ and $f''$ above. The theorem `gaussian_densities` inserts them into the definitions. Its auxiliary equation `hE` is $e^{-x^2/2}e^{-x^2/2}=e^{-x^2}$, and each `linear_combination` multiplies this equation by the polynomial prefactor of the density concerned. The two closed forms are thus computed directly, without the general identity. They agree with it, since $n=e^{-x^2}$ gives $n''/4=(x^2-\tfrac12)e^{-x^2}$, which is the difference of the two forms.

In `gaussian_tauLap_neg_iff` the condition $1<|x|$ is rewritten as $1<x^2$. If the density is negative but $x^2\le1$, then $(1-x^2)e^{-x^2}\ge0$, a contradiction. Conversely, if $x^2>1$, then $(x^2-1)e^{-x^2}>0$, and the density is negative. Finally, `gaussian_opposite_signs` takes its first half from this equivalence, using $x\le|x|$, and its second half from the closed form of $\tau_{\rm grad}$, where `positivity` needs only that $x>0$.
